# A free boson mode with linearised time slices has a first-order slicing error

For one non-interacting boson mode with reduced energy $x>0$, the path integral with $M>x$ linearised time slices gives

$$Z_M=\frac{1}{\det\bigl(I-(1-x/M)P\bigr)}=\frac{1}{1-(1-x/M)^M}\;<\;Z=\frac{1}{1-e^{-x}},$$

and the error has the leading coefficient

$$\lim_{M\to\infty}M\,(Z-Z_M)=\frac{x^2e^{-x}}{2(1-e^{-x})^2}.$$

Here $x=\beta(\varepsilon-\mu)$, with inverse temperature $\beta$, mode energy $\varepsilon$ and chemical potential $\mu$. $I$ is the $M\times M$ identity, and $P$ is the cyclic shift that carries each imaginary-time slice to the next and the last back to the first. The combination $2Z_{2M}-Z_M$ cancels the first-order error.

## Where a boson code meets this determinant

In the coherent-state path integral, the exact matrix element of one slice of width $h=x/M$ contains the factor $e^{-h}$ between neighbouring fields. The usual first-order discretisation replaces it by $1-h$. The Gaussian integral over the $M$ complex fields then gives the inverse determinant above, and the periodic boundary condition of the trace puts the corner entry into $P$.

A code that builds this matrix can be tested with the interaction switched off. At finite $M$ the determinant should match $1-(1-x/M)^M$ up to rounding, whereas a comparison with $1-e^{-x}$ also contains the slicing error. For this free mode, the slicing error of the determinant is $x^2e^{-x}/(2M)$ to leading order, and the limit above gives the corresponding coefficient for the partition function.

## From the cyclic matrix to the error coefficient

**Determinant.** Write $a=1-x/M$ and number rows and columns from $0$ to $M-1$. Let $e_j$ be the row vector with a one in column $j$ and zeros elsewhere. Row $0$ of $I-aP$ is $e_0-a\,e_{M-1}$, and row $i\ge1$ is $e_i-a\,e_{i-1}$. Going downwards, add $a$ times the already reduced row $i-1$ to row $i$. If the reduced row $i-1$ is $e_{i-1}-a^{i}e_{M-1}$, the new row is

$$e_i-a\,e_{i-1}+a\,(e_{i-1}-a^{i}e_{M-1})=e_i-a^{i+1}e_{M-1}.$$

The result is upper triangular. Its last diagonal entry is $1-a^M$ and any others are $1$, so $\det(I-aP)=1-a^M$. For $M=1$ the matrix is the single number $1-a$, in agreement.

**Exact partition function.** The sum over occupation numbers is geometric with ratio $e^{-x}<1$:

$$Z=\sum_{n=0}^{\infty}e^{-xn}=\frac1{1-e^{-x}}.$$

**Lower bound.** For $0<x<M$ we have $0<h<1$ and $0<1-h<e^{-h}$. Raising this to the power $M$ gives $p_M:=(1-x/M)^M<e^{-x}$. Hence $0<1-e^{-x}<1-p_M$: the determinant is positive, and taking reciprocals gives $Z_M<Z$.

**Exponent.** The logarithm series with remainder gives

$$\left|\log(1-h)+h+\tfrac{h^2}{2}\right|\le\frac{h^3}{1-h}.$$

Set $d_M=M\log(1-x/M)+x$. Multiplying by $M^2$ and using $Mh=x$,

$$\left|M d_M+\tfrac{x^2}{2}\right|\le\frac{x^3}{M-x}\to0.$$

So $Md_M\to-x^2/2$, and therefore $d_M\to0$.

**Boltzmann factor.** Since $p_M=e^{-x}e^{d_M}$,

$$M(e^{-x}-p_M)=-e^{-x}\,(Md_M)\,\frac{e^{d_M}-1}{d_M}\to\frac{x^2e^{-x}}{2},$$

because the quotient tends to the derivative of $\exp$ at zero, which is $1$.

**Partition function.** Over a common denominator,

$$M(Z-Z_M)=\frac{M(e^{-x}-p_M)}{(1-e^{-x})(1-p_M)}.$$

With $p_M\to e^{-x}$ this gives the stated limit, which we call $C$.

**Extrapolation.** Finally,

$$M\bigl(Z-(2Z_{2M}-Z_M)\bigr)=2M(Z-Z_{2M})-M(Z-Z_M)\to C-C=0.$$

## Lean source for the determinant, the bound and the limits

```lean
import Mathlib

open Filter Topology

namespace BosonicTimeSlicing

noncomputable section

/-- The cyclic shift on `M` imaginary-time slices: it carries slice `j` to slice `j + 1`
and the last slice back to the first. -/
def cyclicShift (M : ℕ) : Matrix (Fin M) (Fin M) ℝ :=
  Matrix.of fun i j =>
    if (i : ℕ) = (j : ℕ) + 1 ∨ ((i : ℕ) = 0 ∧ (j : ℕ) + 1 = M) then 1 else 0

/-- The partition function of one boson mode with reduced energy `x > 0`, as the sum of
Boltzmann weights over the occupation number. -/
def exactZ (x : ℝ) : ℝ := ∑' n : ℕ, Real.exp (-(x * n))

/-- The partition function of the path integral with `M` time slices, the inverse determinant of the
discretised action; the finite-`M` comparison with `exactZ` below takes `0 < x < M`. -/
def slicedZ (x : ℝ) (M : ℕ) : ℝ :=
  1 / (1 - (1 - x / M) • cyclicShift M).det

/-- For at least one slice and any real hopping factor `a`, the determinant of the
discretised action `I - a P` is `1 - a ^ M`. -/
theorem det_action (M : ℕ) (hM : 0 < M) (a : ℝ) :
    (1 - a • cyclicShift M).det = 1 - a ^ M := by
  obtain ⟨n, rfl⟩ : ∃ n, M = n + 1 := ⟨M - 1, by omega⟩
  have hB : ∀ i j : Fin (n + 1), (1 - a • cyclicShift (n + 1)) i j =
      (if (i : ℕ) = (j : ℕ) then 1 else 0) -
        a * (if (i : ℕ) = (j : ℕ) + 1 ∨ ((i : ℕ) = 0 ∧ (j : ℕ) + 1 = n + 1)
          then 1 else 0) := by
    intro i j
    simp only [Matrix.sub_apply, Matrix.smul_apply, Matrix.one_apply, smul_eq_mul,
      cyclicShift, Matrix.of_apply, Fin.ext_iff]
  -- the matrix left after eliminating the subdiagonal row by row
  obtain ⟨A, hA⟩ : ∃ A : Matrix (Fin (n + 1)) (Fin (n + 1)) ℝ, ∀ i j, A i j =
      (if (i : ℕ) = (j : ℕ) then 1 else 0) -
        (if (j : ℕ) = n then a ^ ((i : ℕ) + 1) else 0) :=
    ⟨Matrix.of fun i j => (if (i : ℕ) = (j : ℕ) then 1 else 0) -
        (if (j : ℕ) = n then a ^ ((i : ℕ) + 1) else 0), fun _ _ => rfl⟩
  have hdet : A.det = (1 - a • cyclicShift (n + 1)).det := by
    apply Matrix.det_eq_of_forall_row_eq_smul_add_pred (fun _ => a)
    · intro j
      have h0 : ((0 : Fin (n + 1)) : ℕ) = 0 := rfl
      have hc : ((0 : ℕ) = (j : ℕ) + 1 ∨ ((0 : ℕ) = 0 ∧ (j : ℕ) + 1 = n + 1)) ↔
          (j : ℕ) = n := by omega
      rw [hB, hA, h0, if_congr hc rfl rfl]
      split_ifs <;> ring
    · intro i j
      have h1 : ((Fin.castSucc i : Fin (n + 1)) : ℕ) = (i : ℕ) := rfl
      have h2 : ((Fin.succ i : Fin (n + 1)) : ℕ) = (i : ℕ) + 1 := rfl
      have hc : ((i : ℕ) + 1 = (j : ℕ) + 1 ∨ ((i : ℕ) + 1 = 0 ∧ (j : ℕ) + 1 = n + 1)) ↔
          (i : ℕ) = (j : ℕ) := by omega
      rw [hB, hA, hA, h1, h2, if_congr hc rfl rfl]
      split_ifs <;> first | (exfalso; omega) | ring
  have htri : A.BlockTriangular id := by
    intro i j hij
    have h1 : (j : ℕ) < (i : ℕ) := hij
    have h2 := i.isLt
    rw [hA, if_neg (by omega), if_neg (by omega), sub_zero]
  rw [← hdet, Matrix.det_of_isUpperTriangular htri, Fin.prod_univ_castSucc]
  have hone : ∏ i : Fin n, A (Fin.castSucc i) (Fin.castSucc i) = 1 := by
    apply Finset.prod_eq_one
    intro i _
    have h1 : ((Fin.castSucc i : Fin (n + 1)) : ℕ) = (i : ℕ) := rfl
    have h2 := i.isLt
    rw [hA, h1, if_pos rfl, if_neg (by omega), sub_zero]
  have hlast : ((Fin.last n : Fin (n + 1)) : ℕ) = n := rfl
  rw [hone, hA, hlast, if_pos rfl, if_pos rfl, one_mul]

/-- For `x > 0` the sum over occupation numbers is `1 / (1 - exp (-x))`. -/
theorem exactZ_eq {x : ℝ} (hx : 0 < x) : exactZ x = 1 / (1 - Real.exp (-x)) := by
  have h : ∀ n : ℕ, Real.exp (-(x * n)) = Real.exp (-x) ^ n := by
    intro n
    rw [← Real.exp_nat_mul]
    congr 1
    ring
  have he : Real.exp (-x) < 1 := Real.exp_lt_one_iff.2 (by linarith)
  unfold exactZ
  rw [tsum_congr h, tsum_geometric_of_lt_one (Real.exp_pos _).le he, one_div]

/-- For `0 < x < M` the product of `M` linearised slice weights is smaller than the
Boltzmann factor. -/
theorem slice_pow_lt {x : ℝ} (hx : 0 < x) {M : ℕ} (hM : x < M) :
    (1 - x / M) ^ M < Real.exp (-x) := by
  have hM0 : (0 : ℝ) < M := hx.trans hM
  have hh : 0 < x / M := div_pos hx hM0
  have h1 : x / M < 1 := (div_lt_one hM0).2 hM
  have hMx : (M : ℝ) * (x / M) = x := by field_simp
  have h2 : 1 - x / M < Real.exp (-(x / M)) := by
    have := Real.add_one_lt_exp (neg_ne_zero.2 hh.ne')
    linarith
  have h3 : Real.exp (-(x / M)) ^ M = Real.exp (-x) := by
    rw [← Real.exp_nat_mul, mul_neg, hMx]
  rw [← h3]
  exact pow_lt_pow_left₀ h2 (by linarith) (Nat.cast_pos.1 hM0).ne'

/-- For `0 < x < M` the determinant of the action is positive, the sliced partition function
is `1 / (1 - (1 - x / M) ^ M)`, and it lies strictly below the exact one. -/
theorem slicedZ_lt_exactZ {x : ℝ} (hx : 0 < x) {M : ℕ} (hM : x < M) :
    0 < (1 - (1 - x / M) • cyclicShift M).det ∧
      slicedZ x M = 1 / (1 - (1 - x / M) ^ M) ∧ slicedZ x M < exactZ x := by
  have hM0 : 0 < M := Nat.cast_pos.1 (hx.trans hM)
  have hp := slice_pow_lt hx hM
  have he : Real.exp (-x) < 1 := Real.exp_lt_one_iff.2 (by linarith)
  have hZ : slicedZ x M = 1 / (1 - (1 - x / M) ^ M) := by
    rw [slicedZ, det_action M hM0]
  refine ⟨?_, hZ, ?_⟩
  · rw [det_action M hM0]
    linarith
  · rw [hZ, exactZ_eq hx]
    exact one_div_lt_one_div_of_lt (by linarith) (by linarith)

/-- For `x > 0` the exponent accumulated over `M` slices differs from `-x` by
`-x ^ 2 / (2 M)` to leading order. -/
theorem exponent_defect {x : ℝ} (hx : 0 < x) :
    Tendsto (fun M : ℕ => (M : ℝ) * (M * Real.log (1 - x / M) + x)) atTop
      (𝓝 (-(x ^ 2 / 2))) := by
  have rate : Tendsto (fun M : ℕ => x ^ 3 / ((M : ℝ) + -x)) atTop (𝓝 0) :=
    tendsto_const_nhds.div_atTop
      (tendsto_atTop_add_const_right _ (-x) tendsto_natCast_atTop_atTop)
  apply tendsto_sub_nhds_zero_iff.1
  refine squeeze_zero_norm' ?_ rate
  filter_upwards [tendsto_natCast_atTop_atTop.eventually_gt_atTop x] with M hM
  have hM0 : (0 : ℝ) < M := hx.trans hM
  have hh : 0 < x / M := div_pos hx hM0
  have h1 : x / M < 1 := (div_lt_one hM0).2 hM
  have hMx : (M : ℝ) * (x / M) = x := by field_simp
  -- second-order logarithm series with its remainder
  have hb := Real.abs_log_sub_add_sum_range_le (x := x / M) (by rwa [abs_of_pos hh]) 2
  rw [abs_of_pos hh] at hb
  have alg : ∀ L h : ℝ, (M : ℝ) * h = x → (M : ℝ) * (M * L + x) - -(x ^ 2 / 2) =
      (M : ℝ) ^ 2 * (∑ i ∈ Finset.range 2, h ^ (i + 1) / ((i : ℝ) + 1) + L) := by
    intro L h hh
    rw [← hh]
    simp only [Finset.sum_range_succ, Finset.sum_range_zero]
    push_cast
    ring
  have alg2 : ∀ d : ℝ, d ≠ 0 →
      (M : ℝ) ^ 2 * ((x / M) ^ (2 + 1) / d) = x ^ 3 / (M * d) := by
    intro d hd
    change (M : ℝ) ^ 2 * ((x / M) ^ 3 / d) = x ^ 3 / (M * d)
    field_simp
  have hden : (M : ℝ) + -x = M * (1 - x / M) := by
    rw [mul_sub, hMx]
    ring
  rw [Real.norm_eq_abs, alg _ _ hMx, abs_mul, abs_of_pos (pow_pos hM0 2), hden,
    ← alg2 _ (by linarith : 0 < 1 - x / (M : ℝ)).ne']
  exact mul_le_mul_of_nonneg_left hb (pow_pos hM0 2).le

/-- For `x > 0` the product of `M` linearised slice weights falls short of the Boltzmann
factor by `x ^ 2 exp (-x) / (2 M)` to leading order. -/
theorem boltzmann_defect {x : ℝ} (hx : 0 < x) :
    Tendsto (fun M : ℕ => (M : ℝ) * (Real.exp (-x) - (1 - x / M) ^ M)) atTop
      (𝓝 (x ^ 2 * Real.exp (-x) / 2)) := by
  have hd := exponent_defect hx
  have hlarge := (tendsto_natCast_atTop_atTop (R := ℝ)).eventually_gt_atTop x
  have hinv : Tendsto (fun M : ℕ => ((M : ℝ))⁻¹) atTop (𝓝 0) :=
    tendsto_inv_atTop_zero.comp tendsto_natCast_atTop_atTop
  have hd0 : Tendsto (fun M : ℕ => (M : ℝ) * Real.log (1 - x / M) + x) atTop (𝓝 0) := by
    have h := hinv.mul hd
    rw [zero_mul] at h
    refine h.congr' ?_
    filter_upwards [hlarge] with M hM
    exact inv_mul_cancel_left₀ (hx.trans hM).ne' _
  -- the difference quotient of exp at zero tends to one
  have hc : Tendsto (dslope Real.exp 0) (𝓝 0) (𝓝 1) := by
    have h : ContinuousAt (dslope Real.exp 0) 0 :=
      continuousAt_dslope_same.2 Real.differentiableAt_exp
    have h' := h.tendsto
    rwa [dslope_same, (Real.hasDerivAt_exp 0).deriv, Real.exp_zero] at h'
  have h := (hd.mul (hc.comp hd0)).const_mul (-Real.exp (-x))
  have hl : -Real.exp (-x) * (-(x ^ 2 / 2) * 1) = x ^ 2 * Real.exp (-x) / 2 := by ring
  rw [hl] at h
  refine h.congr' ?_
  filter_upwards [hlarge] with M hM
  have h1 : x / M < 1 := (div_lt_one (hx.trans hM)).2 hM
  have hD := sub_smul_dslope Real.exp 0 ((M : ℝ) * Real.log (1 - x / M) + x)
  rw [smul_eq_mul, sub_zero, Real.exp_zero] at hD
  have ha : Real.exp (-x) * Real.exp ((M : ℝ) * Real.log (1 - x / M) + x) =
      (1 - x / M) ^ M := by
    rw [← Real.exp_add, neg_add_cancel_comm_assoc, Real.exp_nat_mul,
      Real.exp_log (by linarith)]
  simp only [Function.comp_apply]
  linear_combination (-Real.exp (-x) * M) * hD - (M : ℝ) * ha

/-- For `x > 0` the time-slicing error is of first order in `1 / M`: `M (Z - Z_M)` tends to
`x ^ 2 exp (-x) / (2 (1 - exp (-x)) ^ 2)`. -/
theorem time_slicing_error {x : ℝ} (hx : 0 < x) :
    Tendsto (fun M : ℕ => (M : ℝ) * (exactZ x - slicedZ x M)) atTop
      (𝓝 (x ^ 2 * Real.exp (-x) / (2 * (1 - Real.exp (-x)) ^ 2))) := by
  have he : Real.exp (-x) < 1 := Real.exp_lt_one_iff.2 (by linarith)
  have he0 : 1 - Real.exp (-x) ≠ 0 := (sub_pos.2 he).ne'
  have hp : Tendsto (fun M : ℕ => (1 - x / (M : ℝ)) ^ M) atTop (𝓝 (Real.exp (-x))) :=
    (Real.tendsto_one_add_div_pow_exp (-x)).congr fun M => by
      rw [neg_div, ← sub_eq_add_neg]
  have h := (boltzmann_defect hx).div ((hp.const_sub 1).const_mul (1 - Real.exp (-x)))
    (mul_ne_zero he0 he0)
  have hl : x ^ 2 * Real.exp (-x) / 2 / ((1 - Real.exp (-x)) * (1 - Real.exp (-x))) =
      x ^ 2 * Real.exp (-x) / (2 * (1 - Real.exp (-x)) ^ 2) := by
    rw [div_div, ← pow_two]
  rw [hl] at h
  refine h.congr' ?_
  filter_upwards [tendsto_natCast_atTop_atTop.eventually_gt_atTop x] with M hM
  have hp0 : 1 - (1 - x / (M : ℝ)) ^ M ≠ 0 :=
    (sub_pos.2 ((slice_pow_lt hx hM).trans he)).ne'
  -- put the two partition functions over a common denominator
  rw [exactZ_eq hx, (slicedZ_lt_exactZ hx hM).2.1, div_sub_div _ _ he0 hp0,
    ← mul_div_assoc]
  change (M : ℝ) * (Real.exp (-x) - (1 - x / M) ^ M) /
    ((1 - Real.exp (-x)) * (1 - (1 - x / M) ^ M)) = _
  congr 1
  ring

/-- For `x > 0` the Richardson combination `2 Z_{2M} - Z_M` removes the first-order error:
its deviation from the exact partition function, multiplied by `M`, tends to zero. -/
theorem richardson_extrapolation {x : ℝ} (hx : 0 < x) :
    Tendsto (fun M : ℕ => (M : ℝ) * (exactZ x - (2 * slicedZ x (2 * M) - slicedZ x M)))
      atTop (𝓝 0) := by
  have h := time_slicing_error hx
  have hdouble : Tendsto (fun M : ℕ => 2 * M) atTop atTop :=
    tendsto_atTop_mono (fun M => show M ≤ 2 * M by omega) tendsto_id
  have h2 := (h.comp hdouble).sub h
  rw [sub_self] at h2
  refine h2.congr fun M => ?_
  simp only [Function.comp_apply]
  push_cast
  ring

end

end BosonicTimeSlicing
```

```lean
#print axioms BosonicTimeSlicing.time_slicing_error
-- 'BosonicTimeSlicing.time_slicing_error' depends on axioms: [propext, Classical.choice, Quot.sound]
#print axioms BosonicTimeSlicing.richardson_extrapolation
-- 'BosonicTimeSlicing.richardson_extrapolation' depends on axioms: [propext, Classical.choice, Quot.sound]
```

## What the theorems say about a chosen slice count

**The objects.** `cyclicShift M` is $P$, a real matrix indexed by `Fin M`, so slices run from $0$ to $M-1$. Its entry $(i,j)$ is $1$ when $i=j+1$, or when $i=0$ and $j$ is the last slice. `exactZ x` is defined as the occupation-number sum, and `exactZ_eq` proves its closed form. `slicedZ x M` is defined as the inverse determinant. The coherent-state Gaussian integral that leads to it is physical input, as is the linearised factor $1-x/M$.

**At finite $M$.** `det_action` holds for every real $a$ and every $M\ge1$. `slicedZ_lt_exactZ` assumes $0<x<M$ and returns three statements: the determinant is positive, $Z_M$ has its closed form, and $Z_M<Z$. The condition $x>0$ places the mode above the chemical potential, where the occupation sum converges. The condition $x<M$ keeps the slice factor positive. The ordering does fail for some coarse grids: at $x=3$, $M=2$ one finds $Z_M=4/3$, while $Z\approx1.05$.

**As $M$ grows.** `time_slicing_error` states the limit at fixed $x>0$; `Tendsto … atTop` is the limit $M\to\infty$, so the finitely many $M\le x$ play no role. It gives the leading coefficient, but no bound on the error at a particular $M$ and no uniformity in $x$. It therefore doesn't by itself control energies obtained by differentiating with respect to $\beta$. `richardson_extrapolation` says that the extrapolated error vanishes faster than $1/M$, without saying how much faster.

The theorems concern real numbers and a single free mode. They give no information about floating-point rounding, Monte Carlo noise or interactions. Only `det_action` covers slice factors other than $1-x/M$; the bound and the limits are for that factor alone.

**The proof of the determinant and the bound.** In `det_action`, the matrix `A` is the reduced matrix written out in advance. The lemma `Matrix.det_eq_of_forall_row_eq_smul_add_pred` says that adding a multiple of the preceding reduced row leaves the determinant unchanged. The two bullets check row $0$ and the later rows, `htri` shows that `A` is triangular, and `hone` and `hlast` evaluate the diagonal. `slice_pow_lt` takes $1-h<e^{-h}$ from `Real.add_one_lt_exp` and raises it to the power $M$ with `pow_lt_pow_left₀`. `slicedZ_lt_exactZ` then compares reciprocals.

**The proof of the limits.** `exponent_defect` obtains the logarithm remainder from `Real.abs_log_sub_add_sum_range_le`, and `squeeze_zero_norm'` compares it with $x^3/(M-x)$. In `boltzmann_defect`, `dslope Real.exp 0` is the quotient $(e^d-1)/d$, given the value $1$ at $d=0$; its continuity supplies the limit of the quotient. The closing `linear_combination` joins this to $p_M=e^{-x}e^{d_M}$.

`time_slicing_error` divides that limit by the limit of the two denominators. It uses `div_sub_div` to identify the quotient with $M(Z-Z_M)$ for all $M>x$. `richardson_extrapolation` evaluates the same limit along $2M$ and subtracts the original one.
